# Rashba-coupled Landau levels: all eigenvalues on finitely supported spinors

Take the lowest Landau state with spin up, $e_0{\uparrow}$, and the next one with spin down, $e_1{\downarrow}$. Let $w$ be the cyclotron energy, $D$ the Zeeman energy and $g$ the spin-orbit coupling. The coupling turns each state into the other with amplitude $g$, and leads nowhere else. On this pair the Hamiltonian is

$$\begin{pmatrix} (w+D)/2 & g\\ g & (3w-D)/2\end{pmatrix}.$$

The diagonal entries have mean $w$ and difference $w-D$, so the energies are $w\pm\sqrt{(w-D)^2/4+g^2}$. The state $e_0{\downarrow}$ has no partner and keeps the energy $(w-D)/2$. Every other Landau state belongs to a pair of the same kind.

These are the levels of a non-interacting two-dimensional electron with a parabolic band and Rashba coupling in a perpendicular field; within that model they can serve as a reference for numerical diagonalisation.

## Finitely many Landau components

The Hamiltonian is

$$H=w(a^*a+\tfrac12)+\tfrac D2\sigma_z+g(a\sigma_++a^*\sigma_-),$$

where $a$ and $a^*$ lower and raise the Landau index, and $\sigma_+$ and $\sigma_-$ raise and lower the spin. The constant $g$ stands for the Rashba strength divided by the magnetic length, up to a numerical factor, with its phase absorbed into the spin basis.

A state is a pair $\psi=(u,v)$ of spin-up and spin-down sequences, each with finitely many nonzero complex entries. Each Landau level is represented by one orbital state, so its guiding-centre degeneracy is left out.

In Lean 4 with Mathlib:

```lean
import Mathlib

open Module

namespace RashbaLandauLevels

noncomputable section

/-- Orbital states: finite combinations of the Landau states `e_n`. -/
abbrev Orbital := ℕ →₀ ℂ

/-- Spinors, written as pairs (spin up, spin down). -/
abbrev Spinor := Orbital × Orbital

/-- The ladder matrix element `sqrt (n + 1)` between `e_n` and `e_(n+1)`. -/
def amp (n : ℕ) : ℂ := ((√((n : ℝ) + 1) : ℝ) : ℂ)

/-- The lowering operator, `a e_n = sqrt n e_(n-1)`, with `a e_0 = 0`. -/
def annihilate : End ℂ Orbital :=
  Finsupp.linearCombination ℂ (fun n : ℕ => Finsupp.single (n - 1) ((√(n : ℝ) : ℝ) : ℂ))

/-- The raising operator, `a* e_n = sqrt (n + 1) e_(n+1)`. -/
def create : End ℂ Orbital :=
  Finsupp.linearCombination ℂ (fun n : ℕ => Finsupp.single (n + 1) (amp n))

/-- An orbital operator acting equally on both spin components. -/
def orbital (A : End ℂ Orbital) : End ℂ Spinor := LinearMap.prodMap A A

/-- The Pauli matrix `sigma_z`. -/
def sigmaZ : End ℂ Spinor := LinearMap.prodMap LinearMap.id (-LinearMap.id)

/-- The spin raising operator, taking down to up. -/
def sigmaPlus : End ℂ Spinor :=
  (LinearMap.inl ℂ Orbital Orbital).comp (LinearMap.snd ℂ Orbital Orbital)

/-- The spin lowering operator, taking up to down. -/
def sigmaMinus : End ℂ Spinor :=
  (LinearMap.inr ℂ Orbital Orbital).comp (LinearMap.fst ℂ Orbital Orbital)

/-- The Rashba Hamiltonian in a magnetic field: cyclotron energy `w`, Zeeman energy `D`,
spin-orbit coupling `g`. -/
def hamiltonian (w D g : ℝ) : End ℂ Spinor :=
  (w : ℂ) • (orbital (create * annihilate) + (1 / 2 : ℂ) • 1) + ((D : ℂ) / 2) • sigmaZ
    + (g : ℂ) • (orbital annihilate * sigmaPlus + orbital create * sigmaMinus)

/-- The state `e_n` with spin up. -/
def up (n : ℕ) : Spinor := (Finsupp.single n 1, 0)

/-- The state `e_n` with spin down. -/
def down (n : ℕ) : Spinor := (0, Finsupp.single n 1)

/-- The span of `e_n` up and `e_(n+1)` down. -/
def doublet (n : ℕ) : Submodule ℂ Spinor := Submodule.span ℂ {up n, down (n + 1)}

/-- The energy `w n + s sqrt ((w - D)^2 / 4 + g^2 n)`, with branch sign `s`. -/
def level (w D g s : ℝ) (n : ℕ) : ℝ := w * n + s * √((w - D) ^ 2 / 4 + g ^ 2 * n)
```

In `annihilate`, the factor $\sqrt0$ makes $a e_0=0$. The pair `doublet n` consists of $e_n{\uparrow}$ and $e_{n+1}{\downarrow}$ for $n\ge0$, and its energies are `level w D g 1 (n + 1)` and `level w D g (-1) (n + 1)`.

Finite support makes every sum finite, by hand and in the induction that proves `ladder_apply` below. Without it, and for $w>0$, $H$ is an unbounded operator on square-summable sequences and needs a domain. Self-adjointness and the full Hilbert-space spectrum are then questions of analysis, which the theorems do not address.

## Square-root ladder amplitudes

The amplitude $\sqrt{n+1}$ between $e_n$ and $e_{n+1}$ is that of a harmonic oscillator, which is what cyclotron motion in a uniform field amounts to. For $\varphi=\sum_n\varphi_ne_n$,

$$(a\varphi)_n=\sqrt{n+1}\,\varphi_{n+1},\qquad (a^*\varphi)_0=0,\qquad (a^*\varphi)_{n+1}=\sqrt{n+1}\,\varphi_n.$$

Hence $(a^*a\varphi)_n=n\varphi_n$ and $(aa^*\varphi)_n=(n+1)\varphi_n$, which gives $aa^*-a^*a=1$.

```lean
/-- The ladder operators in terms of the coefficients of a state. -/
theorem ladder_apply (φ : Orbital) (n : ℕ) :
    annihilate φ n = amp n * φ (n + 1) ∧ create φ 0 = 0 ∧
      create φ (n + 1) = amp n * φ n := by
  induction φ using Finsupp.induction_linear with
  | zero => simp
  | add f g hf hg =>
    simp only [map_add, Finsupp.add_apply, hf.1, hg.1, hf.2.1, hg.2.1, hf.2.2, hg.2.2]
    refine ⟨by ring, by ring, by ring⟩
  | single m c =>
    refine ⟨?_, ?_, ?_⟩
    · rcases m with _ | m
      · simp [annihilate]
      · by_cases h : m = n
        · subst h
          simp [annihilate, amp, mul_comm]
        · simp [annihilate, h]
    · simp [create]
    · by_cases h : m = n
      · subst h
        simp [create, mul_comm]
      · simp [create, h]

/-- `a* a` counts the Landau index, and `a a* - a* a = 1`. -/
theorem canonical_commutation :
    (∀ (φ : Orbital) (n : ℕ), create (annihilate φ) n = n * φ n) ∧
      annihilate * create - create * annihilate = 1 := by
  have hr : ∀ n : ℕ, amp n ^ 2 = (n : ℂ) + 1 := fun n => by
    rw [amp, ← Complex.ofReal_pow, Real.sq_sqrt (by positivity)]
    simp
  have hN : ∀ (φ : Orbital) (n : ℕ), create (annihilate φ) n = n * φ n := by
    intro φ n
    rcases n with _ | n
    · rw [(ladder_apply _ 0).2.1]
      simp
    · rw [(ladder_apply _ n).2.2, (ladder_apply φ n).1]
      push_cast
      linear_combination φ (n + 1) * hr n
  refine ⟨hN, LinearMap.ext fun φ => Finsupp.ext fun n => ?_⟩
  change annihilate (create φ) n - create (annihilate φ) n = φ n
  rw [hN, (ladder_apply _ n).1, (ladder_apply φ n).2.2]
  linear_combination φ n * hr n
```

`ladder_apply` checks the coefficient formulas on single basis states and extends them by linearity. `canonical_commutation` then uses $(\sqrt{n+1})^2=n+1$. With amplitudes of other magnitudes the pairs would survive, but $a^*a$ would no longer count the Landau index, and the energies would in general change.

## Orbital lowering tied to spin raising

Rashba coupling pairs $a$ with $\sigma_+$ and $a^*$ with $\sigma_-$. Write

$$A_n=w(n+\tfrac12)+\tfrac D2,\qquad B_n=w(n+\tfrac32)-\tfrac D2,\qquad c_n=g\sqrt{n+1}.$$

Inserting the ladder formulas into $H$ gives

$$(H\psi)^{\uparrow}_n=A_nu_n+c_nv_{n+1},\qquad (H\psi)^{\downarrow}_{n+1}=c_nu_n+B_nv_{n+1},\qquad (H\psi)^{\downarrow}_0=\tfrac{w-D}2v_0.$$

```lean
/-- The Hamiltonian in components: `e_n` up couples only to `e_(n+1)` down, and `e_0` down
couples to nothing else. -/
theorem hamiltonian_apply (w D g : ℝ) (ψ : Spinor) (n : ℕ) :
    (hamiltonian w D g ψ).1 n
        = (w * (n + 1 / 2) + D / 2) * ψ.1 n + g * amp n * ψ.2 (n + 1) ∧
      (hamiltonian w D g ψ).2 0 = (w - D) / 2 * ψ.2 0 ∧
      (hamiltonian w D g ψ).2 (n + 1)
        = g * amp n * ψ.1 n + (w * (n + 3 / 2) - D / 2) * ψ.2 (n + 1) := by
  have hu : (hamiltonian w D g ψ).1 = (w : ℂ) • (create (annihilate ψ.1) + (1 / 2 : ℂ) • ψ.1)
      + ((D : ℂ) / 2) • ψ.1 + (g : ℂ) • annihilate ψ.2 := by
    simp [hamiltonian, orbital, sigmaZ, sigmaPlus, sigmaMinus]
  have hd : (hamiltonian w D g ψ).2 = (w : ℂ) • (create (annihilate ψ.2) + (1 / 2 : ℂ) • ψ.2)
      + ((D : ℂ) / 2) • (-ψ.2) + (g : ℂ) • create ψ.1 := by
    simp [hamiltonian, orbital, sigmaZ, sigmaPlus, sigmaMinus]
  rw [hu, hd]
  simp only [Finsupp.add_apply, Finsupp.smul_apply, Finsupp.neg_apply, smul_eq_mul,
    canonical_commutation.1, (ladder_apply ψ.2 n).1, (ladder_apply ψ.1 n).2.1,
    (ladder_apply ψ.1 n).2.2]
  push_cast
  refine ⟨by ring, by ring, by ring⟩

/-- The state `e_0` down has energy `(w - D) / 2`. -/
theorem hamiltonian_down_zero (w D g : ℝ) :
    hamiltonian w D g (down 0) = (((w : ℂ) - D) / 2) • down 0 := by
  refine Prod.ext (Finsupp.ext fun m => ?_) (Finsupp.ext fun m => ?_)
  · rw [(hamiltonian_apply w D g _ m).1]
    simp [down]
  · rcases m with _ | m
    · rw [(hamiltonian_apply w D g _ 0).2.1]
      simp [down]
    · rw [(hamiltonian_apply w D g _ m).2.2]
      simp [down]

/-- The coefficients of a superposition of `e_n` up and `e_(n+1)` down. -/
theorem doublet_coeff (x y : ℂ) (n m : ℕ) :
    (x • up n + y • down (n + 1)).1 m = (if n = m then x else 0) ∧
      (x • up n + y • down (n + 1)).2 0 = 0 ∧
      (x • up n + y • down (n + 1)).2 (m + 1) = (if n = m then y else 0) := by
  refine ⟨?_, ?_, ?_⟩ <;> simp [up, down, Finsupp.single_apply]

/-- On the span of `e_n` up and `e_(n+1)` down the Hamiltonian is a two-by-two matrix. -/
theorem hamiltonian_doublet (w D g : ℝ) (x y : ℂ) (n : ℕ) :
    hamiltonian w D g (x • up n + y • down (n + 1))
      = ((w * (n + 1 / 2) + D / 2) * x + g * amp n * y) • up n
        + (g * amp n * x + (w * (n + 3 / 2) - D / 2) * y) • down (n + 1) := by
  refine Prod.ext (Finsupp.ext fun m => ?_) (Finsupp.ext fun m => ?_)
  · rw [(hamiltonian_apply w D g _ m).1, (doublet_coeff x y n m).1,
      (doublet_coeff x y n m).2.2, (doublet_coeff _ _ n m).1]
    by_cases h : n = m
    · subst h
      simp
    · simp [h]
  · rcases m with _ | m
    · rw [(hamiltonian_apply w D g _ 0).2.1, (doublet_coeff x y n 0).2.1,
        (doublet_coeff _ _ n 0).2.1, mul_zero]
    · rw [(hamiltonian_apply w D g _ m).2.2, (doublet_coeff x y n m).1,
        (doublet_coeff x y n m).2.2, (doublet_coeff _ _ n m).2.2]
      by_cases h : n = m
      · subst h
        simp
      · simp [h]
```

`hamiltonian_apply` states these three equations. `hamiltonian_down_zero` applies them to $e_0{\downarrow}$, and `hamiltonian_doublet` to $x\,e_n{\uparrow}+y\,e_{n+1}{\downarrow}$, comparing coefficients with the help of `doublet_coeff`.

If a linear Dresselhaus term proportional to $a^*\sigma_++a\sigma_-$ is added, the pairs are linked: $e_0{\downarrow}$ couples to $e_1{\uparrow}$, which Rashba coupling joins to $e_2{\downarrow}$, and so on without end. The two-by-two reduction is then lost.

## Real energies and coupling

Real $w$, $D$ and $g$ make $H$ symmetric. Their signs are unrestricted, although a cyclotron energy is positive.

Suppose $H\psi=E\psi$, and put $x=u_n$, $y=v_{n+1}$. Then

$$(E-A_n)x=c_ny,\qquad (E-B_n)y=c_nx.$$

Multiplying the first equation by $E-B_n$ and using the second gives $[(E-A_n)(E-B_n)-c_n^2]x=0$; the same factor annihilates $y$. If $x$ and $y$ are not both zero, the factor vanishes. Since $A_n+B_n=2w(n+1)$ and $B_n-A_n=w-D$, this says

$$(E-w(n+1))^2=\frac{(w-D)^2}4+g^2(n+1).$$

The right-hand side is nonnegative because the parameters are real, so

$$E=w(n+1)\pm\sqrt{\frac{(w-D)^2}4+g^2(n+1)}.$$

```lean
/-- An eigenvector with a nonzero component on `e_n` up or `e_(n+1)` down has one of the two
energies `w (n+1) ± sqrt ((w - D)^2 / 4 + g^2 (n+1))`. -/
theorem energy_of_component (w D g : ℝ) (E : ℂ) (ψ : Spinor) (n : ℕ)
    (hE : hamiltonian w D g ψ = E • ψ) (h : ¬(ψ.1 n = 0 ∧ ψ.2 (n + 1) = 0)) :
    E = level w D g 1 (n + 1) ∨ E = level w D g (-1) (n + 1) := by
  obtain ⟨h1, -, h2⟩ := hamiltonian_apply w D g ψ n
  rw [hE] at h1 h2
  simp only [Prod.smul_fst, Prod.smul_snd, Finsupp.smul_apply, smul_eq_mul] at h1 h2
  -- the secular equation of the two-by-two block
  have hs : (E - (w * (n + 1 / 2) + D / 2)) * (E - (w * (n + 3 / 2) - D / 2))
      - (g * amp n) ^ 2 = 0 := by
    by_contra hs
    refine h ⟨(mul_eq_zero.1 ?_).resolve_left hs, (mul_eq_zero.1 ?_).resolve_left hs⟩
    · linear_combination (E - (w * (n + 3 / 2) - D / 2)) * h1 + g * amp n * h2
    · linear_combination (E - (w * (n + 1 / 2) + D / 2)) * h2 + g * amp n * h1
  have hr : amp n ^ 2 = (n : ℂ) + 1 := by
    rw [amp, ← Complex.ofReal_pow, Real.sq_sqrt (by positivity)]
    simp
  have hR : ((√((w - D) ^ 2 / 4 + g ^ 2 * ((n + 1 : ℕ) : ℝ)) : ℝ) : ℂ) ^ 2
      = ((w : ℂ) - D) ^ 2 / 4 + g ^ 2 * (n + 1) := by
    rw [← Complex.ofReal_pow, Real.sq_sqrt (by positivity)]
    simp
  simp only [level, Complex.ofReal_add, Complex.ofReal_mul, Complex.ofReal_neg,
    Complex.ofReal_one, Complex.ofReal_natCast]
  generalize ((√((w - D) ^ 2 / 4 + g ^ 2 * ((n + 1 : ℕ) : ℝ)) : ℝ) : ℂ) = R at hR ⊢
  push_cast
  have hf : (E - (w * (n + 1) + 1 * R)) * (E - (w * (n + 1) + -1 * R)) = 0 := by
    linear_combination hs - hR + (g : ℂ) ^ 2 * hr
  exact (mul_eq_zero.1 hf).imp sub_eq_zero.1 sub_eq_zero.1
```

In `energy_of_component`, `hs` is the secular equation and `hf` its factorised form. Reality enters through `Real.sq_sqrt`, which needs a nonnegative radicand. For $w=D$ and $g=i$ in both coupling terms, the same algebra gives the complex energies $w(n+1)\pm i\sqrt{n+1}$.

Conversely, let $E$ be one of the two levels. If $c_n\ne0$, the vector $(x,y)=(c_n,E-A_n)$ solves both equations; its normalised form is

$$\frac{(c_n,\;E-A_n)}{\sqrt{c_n^2+(E-A_n)^2}}.$$

If $c_n=0$, which means $g=0$, then $E=A_n$ or $E=B_n$, with eigenvector $(1,0)$ or $(0,1)$.

```lean
/-- The span of `e_n` up and `e_(n+1)` down is invariant, and the eigenvalues on it are exactly
`w (n+1) ± sqrt ((w - D)^2 / 4 + g^2 (n+1))`. -/
theorem doublet_spectrum (w D g : ℝ) (n : ℕ) :
    (∀ ψ ∈ doublet n, hamiltonian w D g ψ ∈ doublet n) ∧
      ∀ E : ℂ, (∃ ψ ∈ doublet n, ψ ≠ 0 ∧ hamiltonian w D g ψ = E • ψ) ↔
        E = level w D g 1 (n + 1) ∨ E = level w D g (-1) (n + 1) := by
  refine ⟨fun ψ hψ => ?_, fun E => ⟨?_, fun h => ?_⟩⟩
  · obtain ⟨x, y, rfl⟩ := Submodule.mem_span_pair.1 hψ
    exact Submodule.mem_span_pair.2 ⟨_, _, (hamiltonian_doublet w D g x y n).symm⟩
  · rintro ⟨ψ, hψ, h0, hE⟩
    obtain ⟨x, y, rfl⟩ := Submodule.mem_span_pair.1 hψ
    refine energy_of_component w D g E _ n hE fun hc => h0 ?_
    rw [(doublet_coeff x y n n).1, (doublet_coeff x y n n).2.2, if_pos rfl, if_pos rfl] at hc
    rw [hc.1, hc.2, zero_smul, zero_smul, add_zero]
  · have hr : amp n ^ 2 = (n : ℂ) + 1 := by
      rw [amp, ← Complex.ofReal_pow, Real.sq_sqrt (by positivity)]
      simp
    have hR : ((√((w - D) ^ 2 / 4 + g ^ 2 * ((n + 1 : ℕ) : ℝ)) : ℝ) : ℂ) ^ 2
        = ((w : ℂ) - D) ^ 2 / 4 + g ^ 2 * (n + 1) := by
      rw [← Complex.ofReal_pow, Real.sq_sqrt (by positivity)]
      simp
    have hs : (E - (w * (n + 1 / 2) + D / 2)) * (E - (w * (n + 3 / 2) - D / 2))
        = (g * amp n) ^ 2 := by
      simp only [level, Complex.ofReal_add, Complex.ofReal_mul, Complex.ofReal_neg,
        Complex.ofReal_one, Complex.ofReal_natCast] at h
      generalize ((√((w - D) ^ 2 / 4 + g ^ 2 * ((n + 1 : ℕ) : ℝ)) : ℝ) : ℂ) = R at hR h
      push_cast at h
      rcases h with h | h <;> rw [h] <;> linear_combination hR - (g : ℂ) ^ 2 * hr
    -- a nonzero solution of the two-by-two system gives the eigenvector
    have build : ∀ x y : ℂ, ¬(x = 0 ∧ y = 0) →
        (w * (n + 1 / 2) + D / 2) * x + g * amp n * y = E * x →
        g * amp n * x + (w * (n + 3 / 2) - D / 2) * y = E * y →
        ∃ ψ ∈ doublet n, ψ ≠ 0 ∧ hamiltonian w D g ψ = E • ψ := by
      intro x y hxy h1 h2
      refine ⟨x • up n + y • down (n + 1), Submodule.mem_span_pair.2 ⟨x, y, rfl⟩,
        fun h0 => hxy ?_, ?_⟩
      · have hx := (doublet_coeff x y n n).1
        have hy := (doublet_coeff x y n n).2.2
        rw [h0, if_pos rfl] at hx hy
        exact ⟨hx.symm, hy.symm⟩
      · rw [hamiltonian_doublet, h1, h2, smul_add, smul_smul, smul_smul]
    by_cases hg : (g : ℂ) * amp n = 0
    · rw [hg, zero_pow two_ne_zero] at hs
      rcases mul_eq_zero.1 hs with h | h
      · exact build 1 0 (by simp) (by linear_combination -h) (by linear_combination hg)
      · exact build 0 1 (by simp) (by linear_combination hg) (by linear_combination -h)
    · exact build (g * amp n) (E - (w * (n + 1 / 2) + D / 2)) (fun h => hg h.1)
        (by ring) (by linear_combination -hs)
```

`doublet_spectrum` says that $H$ maps `doublet n` into itself and that a complex number $E$ has a nonzero eigenvector there exactly when it is one of the two levels. The step `build` turns a nonzero solution $(x,y)$ into an eigenvector, and `by_cases hg` separates $c_n=0$ from $c_n\ne0$.

## A nonzero eigenvector

An eigenvector must be a genuine state: the zero vector satisfies $H\psi=E\psi$ for every $E$. This is what makes the list of levels complete. If $v_0\ne0$, the equation for $v_0$ forces $E=(w-D)/2$. If $v_0=0$, some pair $(u_n,v_{n+1})$ is nonzero, and $E$ is one of its two levels.

```lean
/-- The eigenvalues of the Rashba Hamiltonian on finitely supported spinors are exactly
`(w - D) / 2` and `w n ± sqrt ((w - D)^2 / 4 + g^2 n)` for `n ≥ 1`. -/
theorem rashba_spectrum (w D g : ℝ) (E : ℂ) :
    (hamiltonian w D g).HasEigenvalue E ↔ E = ((w : ℂ) - D) / 2 ∨
      ∃ n : ℕ, E = level w D g 1 (n + 1) ∨ E = level w D g (-1) (n + 1) := by
  constructor
  · intro h
    obtain ⟨ψ, hψ⟩ := h.exists_hasEigenvector
    have hE : hamiltonian w D g ψ = E • ψ := hψ.apply_eq_smul
    by_cases h0 : ψ.2 0 = 0
    · -- some doublet component must be nonzero
      right
      by_contra hno
      have key : ∀ n, ψ.1 n = 0 ∧ ψ.2 (n + 1) = 0 := fun n => by
        by_contra hc
        exact hno ⟨n, energy_of_component w D g E ψ n hE hc⟩
      refine hψ.2 (Prod.ext (Finsupp.ext fun n => (key n).1) (Finsupp.ext fun n => ?_))
      rcases n with _ | n
      · exact h0
      · exact (key n).2
    · left
      have h1 := (hamiltonian_apply w D g ψ 0).2.1
      rw [hE] at h1
      simp only [Prod.smul_snd, Finsupp.smul_apply, smul_eq_mul] at h1
      exact mul_right_cancel₀ h0 h1
  · rintro (rfl | ⟨n, h⟩)
    · refine End.hasEigenvalue_of_hasEigenvector (x := down 0)
        ⟨End.mem_eigenspace_iff.2 (hamiltonian_down_zero w D g), fun h => ?_⟩
      have h1 := congrArg (fun φ : Spinor => φ.2 0) h
      simp [down] at h1
    · obtain ⟨ψ, -, h0, hE⟩ := ((doublet_spectrum w D g n).2 E).2 h
      exact End.hasEigenvalue_of_hasEigenvector ⟨End.mem_eigenspace_iff.2 hE, h0⟩

end

end RashbaLandauLevels
```

`rashba_spectrum` makes the same case split on `ψ.2 0`, and takes the converse from `hamiltonian_down_zero` and `doublet_spectrum`. It determines which numbers are eigenvalues, but not their multiplicities; levels from different pairs may coincide.

```lean
#print axioms RashbaLandauLevels.rashba_spectrum
-- 'RashbaLandauLevels.rashba_spectrum' depends on axioms: [propext, Classical.choice, Quot.sound]
```
